# Energies of the p² levels in the pure jj limit

For a p² configuration with the Slater parameter `F` set to zero and spin-orbit constant z ≥ 0, the lemma gives the energies relative to F0: −2z and z for J = 0, −z/2 for J = 1, and −z/2 and z for J = 2. The J = 0 and J = 2 energies come from applying the two-state formula, mean diagonal energy minus or plus a square root, to real symmetric 2 × 2 blocks; these blocks and the J = 1 energy are given by definition, not derived from a Hamiltonian. The proof first shows, as `gap`, that the square root may be replaced by any non-negative s whose square equals the expression under it. It then uses s = 3z/2 for J = 0 and s = 3z/4 for J = 2, leaving an algebraic identity to check in each case.

As first written in Lean, the proof fails:

```lean
import Mathlib

open Matrix

namespace JjLimit

noncomputable section

/-- The two-state formula with the minus sign, for a real symmetric matrix. -/
def lowerLevel (M : Matrix (Fin 2) (Fin 2) ℝ) : ℝ :=
  (M 0 0 + M 1 1) / 2 - √(((M 0 0 - M 1 1) / 2) ^ 2 + (M 0 1) ^ 2)

/-- The two-state formula with the plus sign, for a real symmetric matrix. -/
def upperLevel (M : Matrix (Fin 2) (Fin 2) ℝ) : ℝ :=
  (M 0 0 + M 1 1) / 2 + √(((M 0 0 - M 1 1) / 2) ^ 2 + (M 0 1) ^ 2)

/-- The J = 0 block of p² in the basis ³P₀, ¹S₀, with Slater parameter `F` and
spin-orbit constant `z`; energies are relative to F0. -/
def blockJ0 (F z : ℝ) : Matrix (Fin 2) (Fin 2) ℝ :=
  !![-5 * F - z, -(√2 * z); -(√2 * z), 10 * F]

/-- The energy of the single J = 1 level ³P₁ of p², relative to F0. -/
def levelJ1 (F z : ℝ) : ℝ := -5 * F - z / 2

/-- The J = 2 block of p² in the basis ³P₂, ¹D₂; energies are relative to F0. -/
def blockJ2 (F z : ℝ) : Matrix (Fin 2) (Fin 2) ℝ :=
  !![-5 * F + z / 2, z / √2; z / √2, F]

/-- In pure jj coupling, `F = 0` and `z ≥ 0`, the J = 0 levels are `-2z` and `z`, the J = 1
level is `-z/2`, and the J = 2 levels are `-z/2` and `z`. -/
theorem jj_limit (z : ℝ) (hz : 0 ≤ z) :
    lowerLevel (blockJ0 0 z) = -2 * z ∧ upperLevel (blockJ0 0 z) = z ∧
    levelJ1 0 z = -z / 2 ∧
    lowerLevel (blockJ2 0 z) = -z / 2 ∧ upperLevel (blockJ2 0 z) = z := by
  have gap : ∀ a b c s : ℝ, 0 ≤ s → ((a - b) / 2) ^ 2 + c ^ 2 = s ^ 2 →
      lowerLevel !![a, c; c, b] = (a + b) / 2 - s ∧
      upperLevel !![a, c; c, b] = (a + b) / 2 + s := by
    intro a b c s hs h
    have e : √(((a - b) / 2) ^ 2 + c ^ 2) = s := by rw [h, Real.sqrt_sq hs]
    exact ⟨congrArg (fun t => (a + b) / 2 - t) e, congrArg (fun t => (a + b) / 2 + t) e⟩
  have p := gap (-5 * 0 - z) (10 * 0) (-(√2 * z)) (3 * z / 2) (by positivity)
    (by rw [neg_sq, mul_pow, Real.sq_sqrt (by norm_num)]; ring)
  have q := gap (-5 * 0 + z / 2) 0 (z / √2) (3 * z / 4) (by positivity)
    (by rw [div_pow, Real.sq_sqrt (by norm_num)]; ring)
  exact ⟨p.1.trans (by ring), p.2.trans (by ring), by unfold levelJ1; ring,
    q.1.trans (by ring), q.2.trans (by ring)⟩

end

end JjLimit
```

The compiler's answer:

```
Main.lean:44:21: error: Tactic `rewrite` failed: Did not find an occurrence of the pattern
  √?m.409 ^ 2
in the target expression
  (-5 * 0 + z / 2 - 0) ^ 2 / 2 ^ 2 + (z / √2) ^ 2 = (3 * z / 4) ^ 2

z : ℝ
hz : 0 ≤ z
gap :
  ∀ (a b c s : ℝ),
    0 ≤ s →
      ((a - b) / 2) ^ 2 + c ^ 2 = s ^ 2 →
        lowerLevel !![a, c; c, b] = (a + b) / 2 - s ∧ upperLevel !![a, c; c, b] = (a + b) / 2 + s
p :
  lowerLevel !![-5 * 0 - z, -(√2 * z); -(√2 * z), 10 * 0] = (-5 * 0 - z + 10 * 0) / 2 - 3 * z / 2 ∧
    upperLevel !![-5 * 0 - z, -(√2 * z); -(√2 * z), 10 * 0] = (-5 * 0 - z + 10 * 0) / 2 + 3 * z / 2
⊢ (-5 * 0 + z / 2 - 0) ^ 2 / 2 ^ 2 + (z / √2) ^ 2 = (3 * z / 4) ^ 2
```

Diagnosis. The error is in the identity for J = 2, where `Real.sq_sqrt` finds no square root raised to the power 2 to rewrite. The goal contains three squared quotients: half the difference of the diagonal entries, the coupling `z / √2`, and `3 * z / 4` on the right-hand side. With no arguments given, `rw [div_pow]` settles on the first quotient it matches, and here that is the half-difference. The message shows the result: that term has become `(-5 * 0 + z / 2 - 0) ^ 2 / 2 ^ 2`, while `(z / √2) ^ 2` is untouched. In the latter the square is on the whole quotient, not on `√2` itself, so the pattern `√?m.409 ^ 2` does not occur.

The repair names the quotient meant. `div_pow z (√2)` turns `(z / √2) ^ 2` into `z ^ 2 / √2 ^ 2`, `Real.sq_sqrt` then replaces `√2 ^ 2` by 2, and `ring` proves the remaining identity.

The repair, with which the file compiles:

```diff
@@ -42,5 +42,5 @@
     (by rw [neg_sq, mul_pow, Real.sq_sqrt (by norm_num)]; ring)
   have q := gap (-5 * 0 + z / 2) 0 (z / √2) (3 * z / 4) (by positivity)
-    (by rw [div_pow, Real.sq_sqrt (by norm_num)]; ring)
+    (by rw [div_pow z (√2), Real.sq_sqrt (by norm_num)]; ring)
   exact ⟨p.1.trans (by ring), p.2.trans (by ring), by unfold levelJ1; ring,
     q.1.trans (by ring), q.2.trans (by ring)⟩
```
